# Valence-bond structures with a given half of the sites as left ends are counted by a product of heights

Q: Suppose I sort the valence-bond structures of a spin system by the left ends of their bonds. What goes wrong if I have no formula for the size of each class?

A: You may take the left ends for a complete label and lose structures. For four spins, the pairings 0–2, 1–3 and 0–3, 1–2 both have left ends $\{0,1\}$. Once crossing bonds are allowed, a class can hold many structures, and a count shows whether a list of distinct ones is complete.

Q: Then derive the count.

A: Number the sites $0,\dots,N-1$, and let $O$ be a set of $N/2$ sites, the intended left ends, meaning the smaller members of the pairs. For a site $j$, let $p_j$ be the number of sites of $O$ below $j$, $q_j$ the number of other sites below $j$, and $h_j=p_j-q_j$ the height.

Go through the sites outside $O$ in ascending order. Each needs a partner in $O$ below it. When $j$ is reached, the $q_j$ earlier right ends have taken $q_j$ different partners, all below $j$. Exactly $p_j-q_j$ remain free, whatever the earlier choices were. At the end, $N/2$ right ends have used $N/2$ different sites of $O$, which is all of them, so the pairing is complete. Every pairing with left ends $O$ arises once in this way, and the number is
$$\prod_{j\notin O} h_j .$$

Q: Could a factor be negative?

A: Yes, but then the product is zero. The height starts at 0 and changes by one per site, so before it turns negative there is a site outside $O$ with height 0.

Q: Does the order matter?

A: It does, and this is where the derivation is easily spoiled. Take $N=4$ and $O=\{0,2\}$. Starting from the top, site 3 seems to have two choices and site 1 has one, which suggests two structures. But if 3 takes 0, nothing is left for 1. In ascending order the heights are $h_1=1$ and $h_3=1$, and there is one structure.

Q: Show me a case with several structures.

A: Take $N=6$ and $O=\{0,1,3\}$. Then $h_2=2$, $h_4=3-1=2$ and $h_5=3-2=1$, so there are four:

- 0–2, 1–4, 3–5
- 0–2, 3–4, 1–5
- 1–2, 0–4, 3–5
- 1–2, 3–4, 0–5

Q: Now the formal version. Where are the spins?

A: They appear only as site labels, the elements of `Fin N`.

```lean
import Mathlib

open Finset

namespace ValenceBondCount

variable {N : ℕ}
```

A structure is a partner map `σ`. Applying it twice returns the same site, and no site is its own partner.

```lean
/-- A valence-bond structure on `N` spins, given by its partner map: every spin is paired with
a different spin, whose partner it is in turn. -/
def IsPairing (σ : Fin N → Fin N) : Prop :=
  (∀ i, σ (σ i) = i) ∧ ∀ i, σ i ≠ i
```

The left ends are the sites with `i < σ i`, and the height is an integer difference of counts strictly below `j`.

```lean
/-- The sites that are the smaller member of their pair. -/
def lower (σ : Fin N → Fin N) : Finset (Fin N) := univ.filter fun i => i < σ i

/-- The number of sites of `O` below `j` minus the number of other sites below `j`. -/
def height (O : Finset (Fin N)) (j : Fin N) : ℤ :=
  ((O.filter (· < j)).card : ℤ) - ((Oᶜ.filter (· < j)).card : ℤ)
```

The set to be counted contains every pairing with left ends `O`, crossing or not.

```lean
open Classical in
/-- All valence-bond structures, crossing or not, whose smaller pair members form `O`. -/
noncomputable def structures (O : Finset (Fin N)) : Finset (Fin N → Fin N) :=
  univ.filter fun σ => IsPairing σ ∧ lower σ = O
```

The main theorem, `card_structures`, says that if `2 * O.card = N`, the size of `structures O` is the product of `height O j` over `j` in the complement `Oᶜ`. For $N=0$ this gives one empty pairing and an empty product.

Q: I see no singlets, no overlaps and no Hamiltonian.

A: There are none. Physically, each pair stands for two spins-½ coupled to a singlet, but the theorem counts pairings, not linearly independent states. In a valence-bond calculation on finitely many singly occupied sites, it gives the number of pairings in each left-end class, and nothing about their weights or energies.

Q: How does the proof express "going through the sites in order"?

A: With partial pairings. In `closings O C`, each site of `C` has its own earlier partner in `O`, and all other sites are fixed. Fixing them ensures that each partial pairing is a single function and is counted once. The theorems `card_closings_insert` and `card_closings` below speak of partial pairings with `C` and `O` disjoint in mind, as in the final use with `C` equal to `Oᶜ`. If the sets overlap, the formulas still count the maps, but a site can then belong to two pairs.

```lean
open Classical in
/-- Partial pairings, if `C` and `O` are disjoint: each site of `C` gets its own earlier partner in
`O`, and the map fixes all sites outside `C`. -/
noncomputable def closings (O C : Finset (Fin N)) : Finset (Fin N → Fin N) :=
  univ.filter fun f => (∀ j ∈ C, f j ∈ O ∧ f j < j) ∧ (∀ j, j ∉ C → f j = j) ∧
    ∀ a ∈ C, ∀ b ∈ C, f a = f b → a = b
```

Two lemmas restate membership in these sets as explicit conditions.

```lean
lemma mem_structures {O : Finset (Fin N)} {σ : Fin N → Fin N} :
    σ ∈ structures O ↔ IsPairing σ ∧ ∀ i, i < σ i ↔ i ∈ O := by
  classical
  unfold structures
  rw [mem_filter]
  simp [lower, Finset.ext_iff]

lemma mem_closings {O C : Finset (Fin N)} {f : Fin N → Fin N} :
    f ∈ closings O C ↔ (∀ j ∈ C, f j ∈ O ∧ f j < j) ∧ (∀ j, j ∉ C → f j = j) ∧
      ∀ a ∈ C, ∀ b ∈ C, f a = f b → a = b := by
  simp only [closings, mem_filter, mem_univ, true_and]
```

The next theorem is the single step. Let `m` lie above all of `C`. Forgetting the partner of `m` maps the larger partial pairings to the smaller ones. Over each smaller one `f`, `himg` identifies the possible extensions with the sites of `O` below `m` that `f` has not used. By `hsub` and `hc`, the used sites all lie below `m` and number `C.card`, so the subtraction is exact.

```lean
/-- Closing one more site `m`, above all sites of `C`, multiplies the number of partial pairings
by the number of sites of `O` below `m` minus the number of sites in `C`. -/
theorem card_closings_insert (O C : Finset (Fin N)) (m : Fin N) (hm : ∀ j ∈ C, j < m) :
    ((closings O (insert m C)).card : ℤ) =
      (closings O C).card * (((O.filter (· < m)).card : ℤ) - C.card) := by
  have hne : ∀ j ∈ C, j ≠ m := fun j hj => (hm j hj).ne
  have hmC : m ∉ C := fun h => hne m h rfl
  -- forgetting the partner of `m` gives a partial pairing on `C`
  have hmap : ∀ g ∈ closings O (insert m C), Function.update g m m ∈ closings O C := by
    intro g hg
    obtain ⟨h1, h2, h3⟩ := mem_closings.1 hg
    refine mem_closings.2 ⟨fun j hj => ?_, fun j hj => ?_, fun a ha b hb hab => ?_⟩
    · rw [Function.update_of_ne (hne j hj)]
      exact h1 j (mem_insert_of_mem hj)
    · by_cases h : j = m
      · rw [h, Function.update_self]
      · rw [Function.update_of_ne h]
        exact h2 j (by simp [h, hj])
    · rw [Function.update_of_ne (hne a ha), Function.update_of_ne (hne b hb)] at hab
      exact h3 a (mem_insert_of_mem ha) b (mem_insert_of_mem hb) hab
  -- each partial pairing on `C` extends by any site of `O` below `m` that is still free
  have hfib : ∀ f ∈ closings O C,
      ((((closings O (insert m C)).filter fun g => Function.update g m m = f).card : ℕ) : ℤ) =
        ((O.filter (· < m)).card : ℤ) - C.card := by
    intro f hf
    obtain ⟨h1, h2, h3⟩ := mem_closings.1 hf
    have himg : ((closings O (insert m C)).filter fun g => Function.update g m m = f) =
        (O.filter (· < m) \ C.image f).image (fun x => Function.update f m x) := by
      ext g
      rw [mem_filter, mem_image]
      constructor
      · rintro ⟨hg, hgf⟩
        obtain ⟨k1, -, k3⟩ := mem_closings.1 hg
        refine ⟨g m, mem_sdiff.2 ⟨mem_filter.2 (k1 m (mem_insert_self m C)), ?_⟩, ?_⟩
        · intro h
          obtain ⟨a, ha, hag⟩ := mem_image.1 h
          rw [← hgf, Function.update_of_ne (hne a ha)] at hag
          exact hne a ha (k3 a (mem_insert_of_mem ha) m (mem_insert_self m C) hag)
        · funext j
          by_cases h : j = m
          · rw [h, Function.update_self]
          · rw [Function.update_of_ne h, ← hgf, Function.update_of_ne h]
      · rintro ⟨x, hx, rfl⟩
        obtain ⟨hxA, hxC⟩ := mem_sdiff.1 hx
        have hfx : ∀ a ∈ C, f a ≠ x := fun a ha h => hxC (mem_image.2 ⟨a, ha, h⟩)
        refine ⟨mem_closings.2 ⟨fun j hj => ?_, fun j hj => ?_, fun a ha b hb hab => ?_⟩, ?_⟩
        · rcases mem_insert.1 hj with h | h
          · rw [h, Function.update_self]
            exact mem_filter.1 hxA
          · rw [Function.update_of_ne (hne j h)]
            exact h1 j h
        · have hj' : j ≠ m ∧ j ∉ C := by simpa using hj
          rw [Function.update_of_ne hj'.1]
          exact h2 j hj'.2
        · rcases mem_insert.1 ha with h | h <;> rcases mem_insert.1 hb with h' | h'
          · rw [h, h']
          · rw [h, Function.update_self, Function.update_of_ne (hne b h')] at hab
            exact absurd hab.symm (hfx b h')
          · rw [h', Function.update_self, Function.update_of_ne (hne a h)] at hab
            exact absurd hab (hfx a h)
          · rw [Function.update_of_ne (hne a h), Function.update_of_ne (hne b h')] at hab
            exact h3 a h b h' hab
        · funext j
          by_cases h : j = m
          · rw [h, Function.update_self, h2 m hmC]
          · rw [Function.update_of_ne h, Function.update_of_ne h]
    have hinj : Function.Injective (fun x => Function.update f m x) := fun x y h => by
      simpa using congrFun h m
    have hsub : C.image f ⊆ O.filter (· < m) := by
      intro x hx
      obtain ⟨a, ha, rfl⟩ := mem_image.1 hx
      exact mem_filter.2 ⟨(h1 a ha).1, (h1 a ha).2.trans (hm a ha)⟩
    have hc : (C.image f).card = C.card :=
      card_image_of_injOn fun a ha b hb hab => h3 a ha b hb hab
    have hs := card_sdiff_add_card_eq_card hsub
    rw [himg, card_image_of_injective _ hinj]
    omega
  rw [card_eq_sum_card_fiberwise (f := fun g => Function.update g m m) (t := closings O C)
    (fun g hg => hmap g hg), Nat.cast_sum, sum_congr rfl hfib, sum_const, nsmul_eq_mul]
```

Induction on the largest element then gives the product. Adding `m` leaves the earlier factors unchanged, because `m` is not below any of those sites.

```lean
/-- The number of partial pairings closing the sites of `C` is the product, over `j` in `C`, of
the number of sites of `O` below `j` minus the number of sites of `C` below `j`. -/
theorem card_closings (O C : Finset (Fin N)) :
    ((closings O C).card : ℤ) =
      ∏ j ∈ C, (((O.filter (· < j)).card : ℤ) - (C.filter (· < j)).card) := by
  induction C using Finset.induction_on_max with
  | empty =>
    have h : closings O ∅ = {fun j => j} := by
      ext f
      simp [mem_closings, funext_iff]
    simp [h]
  | insert m C hm ih =>
    have hmC : m ∉ C := fun h => lt_irrefl _ (hm m h)
    have h1 : (insert m C).filter (· < m) = C := by
      rw [filter_insert, if_neg (lt_irrefl m)]
      exact filter_true_of_mem hm
    rw [card_closings_insert O C m hm, prod_insert hmC, h1, ih, mul_comm]
    congr 1
    refine prod_congr rfl fun j hj => ?_
    rw [filter_insert, if_neg (not_lt_of_ge (hm j hj).le)]
```

Q: And the return from partial pairings to full ones?

A: That is where the condition `2 * O.card = N` enters. Restricting `σ` to the sites outside `O` loses nothing, since the partner map there determines its inverse on `O`. Conversely, counting shows that a partial pairing on `Oᶜ` uses every site of `O` (`himg` again), and `g` supplies the inverse map.

```lean
/-- If `O` holds half of the sites, the structures with smaller pair members `O` are as many as
the ways to give each remaining site its own earlier partner in `O`. -/
theorem card_structures_eq_closings (O : Finset (Fin N)) (hO : 2 * O.card = N) :
    (structures O).card = (closings O Oᶜ).card := by
  refine card_bij (fun σ _ => fun j => if j ∈ O then j else σ j) ?_ ?_ ?_
  · intro σ h
    obtain ⟨hσ, hl⟩ := mem_structures.1 h
    refine mem_closings.2 ⟨fun j hj => ?_, fun j hj => ?_, fun a ha b hb hab => ?_⟩
    · have hj' := mem_compl.1 hj
      have hlt : σ j < j := lt_of_le_of_ne (not_lt.1 fun h => hj' ((hl j).1 h)) (hσ.2 j)
      simp only [if_neg hj']
      exact ⟨(hl (σ j)).1 (by rw [hσ.1 j]; exact hlt), hlt⟩
    · have hj' : j ∈ O := by simpa using hj
      simp only [if_pos hj']
    · simp only [if_neg (mem_compl.1 ha), if_neg (mem_compl.1 hb)] at hab
      have := congrArg σ hab
      rwa [hσ.1 a, hσ.1 b] at this
  · intro σ h τ h' heq
    obtain ⟨hσ, hl⟩ := mem_structures.1 h
    obtain ⟨hτ, -⟩ := mem_structures.1 h'
    have hout : ∀ j, j ∉ O → σ j = τ j := fun j hj => by
      have := congrFun heq j
      simpa only [if_neg hj] using this
    funext j
    by_cases hj : j ∈ O
    · have hs : σ j ∉ O := fun hs => by
        have h2 := (hl (σ j)).2 hs
        rw [hσ.1 j] at h2
        exact lt_asymm h2 ((hl j).2 hj)
      have h3 := hout _ hs
      rw [hσ.1 j] at h3
      have h4 := congrArg τ h3
      rw [hτ.1 (σ j)] at h4
      exact h4.symm
    · exact hout j hj
  · intro f hf
    obtain ⟨h1, h2, h3⟩ := mem_closings.1 hf
    -- counting shows that every site of `O` is used as a partner
    have himg : Oᶜ.image f = O := by
      apply eq_of_subset_of_card_le
      · intro x hx
        obtain ⟨a, ha, rfl⟩ := mem_image.1 hx
        exact (h1 a ha).1
      · rw [card_image_of_injOn fun a ha b hb hab => h3 a ha b hb hab]
        have := card_add_card_compl O
        rw [Fintype.card_fin] at this
        omega
    have hex : ∀ i, ∃ j, i ∈ O → j ∉ O ∧ f j = i := fun i => by
      by_cases hi : i ∈ O
      · have hi' := hi
        rw [← himg] at hi'
        obtain ⟨j, hj, hji⟩ := mem_image.1 hi'
        exact ⟨j, fun _ => ⟨mem_compl.1 hj, hji⟩⟩
      · exact ⟨i, fun h => absurd h hi⟩
    choose g hg using hex
    refine ⟨fun i => if i ∈ O then g i else f i,
      mem_structures.2 ⟨⟨fun i => ?_, fun i => ?_⟩, fun i => ?_⟩, ?_⟩
    · by_cases hi : i ∈ O
      · simp only [if_pos hi, if_neg (hg i hi).1, (hg i hi).2]
      · have hfi := (h1 i (mem_compl.2 hi)).1
        simp only [if_neg hi, if_pos hfi]
        exact h3 _ (mem_compl.2 (hg _ hfi).1) _ (mem_compl.2 hi) (hg _ hfi).2
    · by_cases hi : i ∈ O
      · simp only [if_pos hi]
        exact fun h => (hg i hi).1 (by rw [h]; exact hi)
      · simp only [if_neg hi]
        exact (h1 i (mem_compl.2 hi)).2.ne
    · by_cases hi : i ∈ O
      · have h := (h1 _ (mem_compl.2 (hg i hi).1)).2
        rw [(hg i hi).2] at h
        simp only [if_pos hi]
        exact ⟨fun _ => hi, fun _ => h⟩
      · simp only [if_neg hi]
        exact ⟨fun h => absurd h (lt_asymm (h1 i (mem_compl.2 hi)).2), fun h => absurd h hi⟩
    · funext i
      by_cases hi : i ∈ O
      · simp only [if_pos hi]
        exact (h2 i (by simpa using hi)).symm
      · simp only [if_neg hi]
```

With `C` equal to `Oᶜ`, the factors are the heights.

```lean
/-- For a set `O` of half the sites, the number of valence-bond structures whose smaller pair
members form `O` is the product of the heights at the sites outside `O`. -/
theorem card_structures (O : Finset (Fin N)) (hO : 2 * O.card = N) :
    ((structures O).card : ℤ) = ∏ j ∈ Oᶜ, height O j := by
  rw [card_structures_eq_closings O hO, card_closings]
  rfl
```

Q: Is the condition that the left ends are half of the sites a physical restriction or a convenience?

A: It holds for every pairing: `σ` exchanges left and right ends, so there are equally many of each.

```lean
/-- In every valence-bond structure exactly half of the sites are smaller pair members. -/
theorem two_mul_card_lower (σ : Fin N → Fin N) (hσ : IsPairing σ) :
    2 * (lower σ).card = N := by
  have h : (lower σ).card = (lower σ)ᶜ.card := by
    refine card_bij (fun i _ => σ i) (fun i hi => ?_) (fun a _ b _ hab => ?_) (fun j hj => ?_)
    · have hi' : i < σ i := by simpa [lower] using hi
      simpa [lower, hσ.1 i] using hi'.le
    · have := congrArg σ hab
      rwa [hσ.1 a, hσ.1 b] at this
    · have hj' : σ j ≤ j := by simpa [lower] using hj
      refine ⟨σ j, ?_, hσ.1 j⟩
      simpa [lower, hσ.1 j] using lt_of_le_of_ne hj' (hσ.2 j)
  have := card_add_card_compl (lower σ)
  rw [Fintype.card_fin] at this
  omega
```

Q: When does a class contain anything at all?

A: If `O` holds half of the sites, exactly when every height outside `O` is positive. In a structure, `j` and the right ends below it have different partners in `O` below `j`, so $q_j+1\le p_j$. In the other direction, positive factors give a positive count.

```lean
/-- A set `O` of half the sites is the set of smaller pair members of some valence-bond structure
exactly when the height is positive at every site outside `O`. -/
theorem structures_nonempty_iff (O : Finset (Fin N)) (hO : 2 * O.card = N) :
    (structures O).Nonempty ↔ ∀ j ∉ O, 0 < height O j := by
  constructor
  · rintro ⟨σ, h⟩ j hj
    obtain ⟨hσ, hl⟩ := mem_structures.1 h
    have hdown : ∀ i, i ∉ O → σ i < i := fun i hi =>
      lt_of_le_of_ne (not_lt.1 fun h => hi ((hl i).1 h)) (hσ.2 i)
    -- `j` and the closed sites below it all have partners in `O` below `j`
    have hle : (insert j (Oᶜ.filter (· < j))).card ≤ (O.filter (· < j)).card := by
      refine card_le_card_of_injOn σ (fun i hi => ?_) (fun a _ b _ hab => ?_)
      · have hi' : i ∉ O ∧ i ≤ j := by
          rcases mem_insert.1 (mem_coe.1 hi) with h | h
          · exact ⟨by rw [h]; exact hj, h.le⟩
          · exact ⟨mem_compl.1 (mem_filter.1 h).1, (mem_filter.1 h).2.le⟩
        have hd := hdown i hi'.1
        exact mem_coe.2 (mem_filter.2
          ⟨(hl (σ i)).1 (by rw [hσ.1 i]; exact hd), hd.trans_le hi'.2⟩)
      · have := congrArg σ hab
        rwa [hσ.1 a, hσ.1 b] at this
    rw [card_insert_of_notMem (by simp)] at hle
    unfold height
    omega
  · intro h
    have hp : 0 < ∏ j ∈ Oᶜ, height O j := prod_pos fun j hj => h j (mem_compl.1 hj)
    rw [← card_structures O hO] at hp
    exact card_pos.1 (by exact_mod_cast hp)
```

For six spins with left ends $\{0,1,2\}$, the heights are 3, 2 and 1. Lean evaluates this product instead of searching through all maps.

```lean
/-- For six spins there are six valence-bond structures whose smaller pair members are the first
three sites. -/
theorem six_spins : ((structures ({0, 1, 2} : Finset (Fin 6))).card : ℤ) = 6 := by
  rw [card_structures _ (by decide)]
  decide
```

Q: What if I use the product without checking the size of $O$?

A: It can report structures that don't exist. For four spins and $O=\{0,1,2\}$, the only factor is $h_3=3$, yet no pairing of four sites has three left ends. In the name of the theorem below, half filling means that `O` holds half of the sites, not that there is one electron per site.

```lean
/-- For four spins and a set `O` of three sites, the product of heights is three although no
valence-bond structure has `O` as its smaller pair members. -/
theorem half_filling_needed :
    structures ({0, 1, 2} : Finset (Fin 4)) = ∅ ∧
      ∏ j ∈ ({0, 1, 2} : Finset (Fin 4))ᶜ, height {0, 1, 2} j = 3 := by
  refine ⟨eq_empty_of_forall_notMem fun σ h => ?_, by decide⟩
  obtain ⟨hσ, hl⟩ := mem_structures.1 h
  have hlow : lower σ = {0, 1, 2} := by
    ext i
    rw [← hl i]
    simp [lower]
  have hc := two_mul_card_lower σ hσ
  rw [hlow] at hc
  exact absurd hc (by decide)

end ValenceBondCount
```

```lean
#print axioms ValenceBondCount.card_structures
#print axioms ValenceBondCount.structures_nonempty_iff
#print axioms ValenceBondCount.six_spins
#print axioms ValenceBondCount.half_filling_needed
```

```
'ValenceBondCount.card_structures' depends on axioms: [propext, Classical.choice, Quot.sound]
'ValenceBondCount.structures_nonempty_iff' depends on axioms: [propext, Classical.choice, Quot.sound]
'ValenceBondCount.six_spins' depends on axioms: [propext, Classical.choice, Quot.sound]
'ValenceBondCount.half_filling_needed' depends on axioms: [propext, Classical.choice, Quot.sound]
```
